# In three dimensions and with an inverse-cube weight, the plane-wave tail of a modelled self-energy is inversely proportional to the number of states

Energies $E$ are positive real numbers in any fixed unit, measured from the bottom of a free-electron spectrum, and $E_c$ (`Ec` in the code) is the cutoff energy. The number of states below $E$ is the smooth function $N(E)=cE^s$, with $s=3/2$ for plane waves in three dimensions and $c$ proportional to the volume. A state at an energy $E$ above the cutoff contributes $AE^{-p}$ to the self-energy, which is treated as a single real number. The power law is meant for this tail only: continued down to $E=0$, it would give an infinite total whenever the tail converges.

```lean
import Mathlib

open MeasureTheory Set

namespace SelfEnergyBandTail

noncomputable section
```

These lines load the mathematical library Mathlib and allow short names for integrals and intervals.

## The count, the weight and the remainder

```lean
/-- The number of states below the energy `E > 0`, modelled as `c E^s`;
free electrons in three dimensions have `s = 3/2`. -/
def stateCount (c s E : ℝ) : ℝ := c * E ^ s
```

The definition reads $N(E)=cE^s$. The symbol `ℝ` is the type of real numbers, and `stateCount c s` without its last argument is the function $E\mapsto cE^s$. The count varies continuously, whereas a real calculation has a whole number of bands.

```lean
/-- The modelled contribution per unit energy of the states at an energy `E > 0` above the cutoff:
the weight `A E^(-p)` times the density of states, which is the derivative of the state count. -/
def tailIntegrand (A c s p E : ℝ) : ℝ := A * E ^ (-p) * deriv (stateCount c s) E
```

This is $AE^{-p}N'(E)$, where `deriv` is the actual derivative of the count, that is, the density of states. The weight is postulated. It stands for the combined decay of matrix elements and energy denominators for empty states far above the occupied ones.

```lean
/-- The modelled self-energy remainder: the total contribution of all states above the
cutoff `Ec > 0`, for exponents at which the integral converges. -/
def tailRemainder (A c s p Ec : ℝ) : ℝ := ∫ E in Ioi Ec, tailIntegrand A c s p E
```

The remainder is

$$R(E_c)=\int_{E_c}^{\infty}AE^{-p}N'(E)\,dE .$$

`Ioi Ec` is the open half-line $(E_c,\infty)$. Lean assigns the value zero to an integral that does not converge, so convergence needs its own proof.

```lean
/-- The modelled self-energy computed with the states below the cutoff `Ec > 0` only: the
complete value `S` minus the remainder for the three-dimensional count and weight `A E^(-3)`. -/
def truncatedSelfEnergy (S A c Ec : ℝ) : ℝ := S - tailRemainder A c (3 / 2) 3 Ec
```

With $s=3/2$ and $p=3$, the truncated self-energy is $\Sigma(E_c)=S-R(E_c)$, where $S$ is the complete value, taken as given. For positive $A$ the truncated value approaches $S$ from below; a tail of the opposite sign is treated by reversing the sign of every self-energy.

## From the density of states to a single power

```lean
/-- The density of states belonging to the count `c E^s` is `c s E^(s-1)`. -/
theorem hasDerivAt_stateCount (c s : ℝ) {E : ℝ} (hE : 0 < E) :
    HasDerivAt (stateCount c s) (c * (s * E ^ (s - 1))) E :=
  (Real.hasDerivAt_rpow_const (Or.inl hE.ne')).const_mul c
```

By hand, $N'(E)=csE^{s-1}$. In the statement, `(hE : 0 < E)` is a hypothesis with a name, and `HasDerivAt f d E` says that $f$ is differentiable at $E$ with derivative $d$. The proof takes the library's power rule, which applies because $E\neq0$, and multiplies by the constant $c$.

```lean
/-- At positive energy the weighted density of states is a single power of the energy. -/
theorem tailIntegrand_eq (A c s p : ℝ) {E : ℝ} (hE : 0 < E) :
    tailIntegrand A c s p E = A * c * s * E ^ (s - p - 1) := by
  have h : E ^ (s - p - 1) = E ^ (-p) * E ^ (s - 1) := by
    rw [← Real.rpow_add hE]
    congr 1
    ring
  rw [tailIntegrand, (hasDerivAt_stateCount c s hE).deriv, h]
  ring
```

Substituting the derivative gives

$$AE^{-p}\cdot csE^{s-1}=Acs\,E^{s-p-1}.$$

The auxiliary fact `h` adds the exponents, which is legitimate for a positive base. The last two lines insert the derivative and reorder the factors.

## Convergence and value of the tail

```lean
/-- The contribution of the states above the cutoff converges exactly when the weight decays
with a larger exponent than that with which the state count grows. -/
theorem integrableOn_tail_iff {A c s p Ec : ℝ} (hA : 0 < A) (hc : 0 < c) (hs : 0 < s)
    (hEc : 0 < Ec) : IntegrableOn (tailIntegrand A c s p) (Ioi Ec) ↔ s < p := by
  have hK : A * c * s ≠ 0 := by positivity
  have h1 : IntegrableOn (tailIntegrand A c s p) (Ioi Ec) ↔
      IntegrableOn (fun E : ℝ => A * c * s * E ^ (s - p - 1)) (Ioi Ec) :=
    integrableOn_congr_fun
      (fun E hE => tailIntegrand_eq A c s p (hEc.trans hE)) measurableSet_Ioi
  have h2 : IntegrableOn (fun E : ℝ => A * c * s * E ^ (s - p - 1)) (Ioi Ec) ↔
      IntegrableOn (fun E : ℝ => E ^ (s - p - 1)) (Ioi Ec) :=
    integrable_const_mul_iff (IsUnit.mk0 _ hK) _
  rw [h1, h2, integrableOn_Ioi_rpow_iff hEc]
  constructor <;> intro h <;> linarith
```

For positive $A$, $c$, $s$ and $E_c$, the tail converges if and only if $s<p$. To see this by hand, integrate up to a finite energy $L$:

$$\int_{E_c}^{L}E^{s-p-1}dE=\begin{cases}\dfrac{L^{s-p}-E_c^{s-p}}{s-p}, & s\neq p,\\[2mm] \ln(L/E_c), & s=p.\end{cases}$$

As $L\to\infty$ this stays finite only for $s<p$. In the limiting case $s=p$ it diverges logarithmically: a weight $E^{-3/2}$ would be just too slow for plane waves in three dimensions.

`IntegrableOn` is the Lean word for convergence of the integral of the absolute value, which here is the integrand itself. Step `h1` replaces the integrand by the single power, and `h2` removes the nonzero prefactor. The library criterion then requires the exponent to be below $-1$, and `linarith` turns $s-p-1<-1$ into $s<p$.

```lean
/-- For a convergent tail the remainder is `A c s / (p - s)` times `Ec^(s-p)`. -/
theorem tailRemainder_eq (A c : ℝ) {s p Ec : ℝ} (hsp : s < p) (hEc : 0 < Ec) :
    tailRemainder A c s p Ec = A * c * s / (p - s) * Ec ^ (s - p) := by
  have h : tailRemainder A c s p Ec = ∫ E in Ioi Ec, A * c * s * E ^ (s - p - 1) :=
    setIntegral_congr_fun measurableSet_Ioi
      (fun E hE => tailIntegrand_eq A c s p (hEc.trans hE))
  rw [h, integral_const_mul, integral_Ioi_rpow_of_lt (by linarith) hEc,
    show s - p - 1 + 1 = -(p - s) by ring, show s - p = -(p - s) by ring, neg_div_neg_eq]
  ring
```

For $s<p$ the upper limit contributes nothing, so

$$R(E_c)=Acs\left[\frac{E^{s-p}}{s-p}\right]_{E_c}^{\infty}=\frac{Acs}{p-s}\,E_c^{\,s-p}.$$

The proof follows the same path: `h` inserts the single power, `integral_const_mul` takes out the constant, and `integral_Ioi_rpow_of_lt` evaluates the integral. The remaining rewrites put the signs in order.

## Plane waves with an inverse-cube weight

```lean
/-- For the three-dimensional plane-wave count `N(E) = c E^(3/2)` and the weight `A E^(-3)`,
the tail integral converges and equals `A c Ec^(-3/2)`, which is `A c^2 / N(Ec)`. -/
theorem tailRemainder_hyperbolic {A c Ec : ℝ} (hA : 0 < A) (hc : 0 < c) (hEc : 0 < Ec) :
    IntegrableOn (tailIntegrand A c (3 / 2) 3) (Ioi Ec) ∧
      tailRemainder A c (3 / 2) 3 Ec = A * c * Ec ^ (-(3 / 2) : ℝ) ∧
      tailRemainder A c (3 / 2) 3 Ec = A * c ^ 2 / stateCount c (3 / 2) Ec := by
  have hval : tailRemainder A c (3 / 2) 3 Ec = A * c * Ec ^ (-(3 / 2) : ℝ) := by
    rw [tailRemainder_eq A c (by norm_num) hEc,
      show (3 / 2 : ℝ) - 3 = -(3 / 2) by norm_num]
    ring
  refine ⟨(integrableOn_tail_iff hA hc (by norm_num) hEc).2 (by norm_num), hval, ?_⟩
  -- trade the cutoff energy for the number of states below it
  have hpos : 0 < Ec ^ (3 / 2 : ℝ) := Real.rpow_pos_of_pos hEc _
  rw [hval, Real.rpow_neg hEc.le, stateCount]
  generalize Ec ^ (3 / 2 : ℝ) = x at hpos
  field_simp
```

The symbol `∧` means "and", so the theorem makes three statements: the integral converges, $R(E_c)=AcE_c^{-3/2}$, and $R(E_c)=Ac^2/N(E_c)$.

By hand, put $s=3/2$ and $p=3$ into the general value. The factor $s/(p-s)$ equals one, which leaves $AcE_c^{-3/2}$. Since $N(E_c)=cE_c^{3/2}$, we have $E_c^{-3/2}=c/N(E_c)$, and therefore

$$R(E_c)=\frac{Ac^2}{N(E_c)} .$$

In the proof, `hval` is the first of these two formulas, and convergence comes from the criterion above because $3/2<3$. For the second formula, `generalize` gives the power $E_c^{3/2}$ the name `x`, after which `field_simp` only has to confirm the fraction identity $Ac\,x^{-1}=Ac^2/(cx)$.

## Which weights give a hyperbola

```lean
/-- Among convergent tails, the remainder is inversely proportional to the number of states
below the cutoff exactly when the weight exponent is twice the exponent of the count. -/
theorem hyperbolic_iff {A c s p : ℝ} (hA : 0 < A) (hc : 0 < c) (hs : 0 < s) (hsp : s < p) :
    (∃ B : ℝ, ∀ Ec : ℝ, 0 < Ec → tailRemainder A c s p Ec = B / stateCount c s Ec) ↔
      p = 2 * s := by
  constructor
  · rintro ⟨B, hB⟩
    -- compare the cutoffs 1 and 2
    have h1 := hB 1 one_pos
    have h2 := hB 2 two_pos
    rw [tailRemainder_eq A c hsp one_pos, stateCount, Real.one_rpow, Real.one_rpow,
      mul_one, mul_one] at h1
    rw [tailRemainder_eq A c hsp two_pos, stateCount] at h2
    have hK : 0 < A * c * s / (p - s) := div_pos (by positivity) (sub_pos.2 hsp)
    have hx : 0 < (2 : ℝ) ^ s := Real.rpow_pos_of_pos two_pos s
    have hone : (2 : ℝ) ^ (s - p) * 2 ^ s = 1 := by
      apply mul_left_cancel₀ hK.ne'
      rw [← mul_assoc, h2, mul_one, h1]
      generalize (2 : ℝ) ^ s = x at hx
      field_simp
    rw [← Real.rpow_add two_pos] at hone
    have hlog := congrArg Real.log hone
    rw [Real.log_rpow two_pos, Real.log_one] at hlog
    have hl : Real.log 2 ≠ 0 := (Real.log_pos one_lt_two).ne'
    have hz := (mul_eq_zero.1 hlog).resolve_right hl
    linarith
  · rintro rfl
    refine ⟨A * c ^ 2, fun Ec hEc => ?_⟩
    have hx : 0 < Ec ^ s := Real.rpow_pos_of_pos hEc s
    rw [tailRemainder_eq A c hsp hEc, show s - 2 * s = -s by ring,
      show 2 * s - s = s by ring, Real.rpow_neg hEc.le, stateCount]
    generalize Ec ^ s = x at hx
    field_simp
```

Suppose that $A$, $c$, $s$ are positive and $s<p$. The theorem says that a constant $B$ with $R(E_c)=B/N(E_c)$ at every positive cutoff exists if and only if $p=2s$. The symbols `∃` and `∀` mean "there exists" and "for all"; their order makes $B$ the same for all cutoffs.

Assume first that such a $B$ exists, and write $K=Acs/(p-s)>0$. The cutoff $1$ gives $K=B/c$. The cutoff $2$ gives

$$K\,2^{s-p}=\frac{B}{c\,2^s}=\frac{K}{2^s}.$$

Dividing by $K$ and multiplying by $2^s$ gives $2^{2s-p}=1$. The logarithm of this is $(2s-p)\ln2=0$, hence $p=2s$. In the code, `h1` and `h2` are the two cutoffs, `hone` is the equation for the power of two, and `hlog` is its logarithm.

Conversely, if $p=2s$, the general value becomes $R(E_c)=AcE_c^{-s}=Ac^2/N(E_c)$, so $B=Ac^2$ works. The command `rintro rfl` substitutes $2s$ for $p$, and `refine` supplies this $B$.

For other convergent exponents, solving $N=cE_c^s$ for the cutoff energy shows that the remainder falls as $N^{-(p-s)/s}$. A plot against $1/N$ is then curved.

## The complete value from two cutoffs

```lean
/-- Two truncated self-energies at different cutoffs, weighted with their numbers of states,
give the complete value `S` of the model exactly. -/
theorem two_point_extrapolation (S : ℝ) {A c E₁ E₂ : ℝ} (hA : 0 < A) (hc : 0 < c)
    (hE₁ : 0 < E₁) (hE : E₁ < E₂) :
    (stateCount c (3 / 2) E₂ * truncatedSelfEnergy S A c E₂
        - stateCount c (3 / 2) E₁ * truncatedSelfEnergy S A c E₁)
      / (stateCount c (3 / 2) E₂ - stateCount c (3 / 2) E₁) = S := by
  have hN₁ : 0 < stateCount c (3 / 2) E₁ := mul_pos hc (Real.rpow_pos_of_pos hE₁ _)
  have hN : stateCount c (3 / 2) E₁ < stateCount c (3 / 2) E₂ :=
    mul_lt_mul_of_pos_left (Real.rpow_lt_rpow hE₁.le hE (by norm_num)) hc
  -- remainder times number of states is the same at both cutoffs
  have h1 := (eq_div_iff hN₁.ne').1 (tailRemainder_hyperbolic hA hc hE₁).2.2
  have h2 := (eq_div_iff (hN₁.trans hN).ne').1
    (tailRemainder_hyperbolic hA hc (hE₁.trans hE)).2.2
  rw [div_eq_iff (sub_pos.2 hN).ne', truncatedSelfEnergy, truncatedSelfEnergy]
  linear_combination h1 - h2

end

end SelfEnergyBandTail
```

Take $0<E_1<E_2$ and write $N_i=N(E_i)$ and $\Sigma_i=\Sigma(E_i)$. The theorem states

$$\frac{N_2\Sigma_2-N_1\Sigma_1}{N_2-N_1}=S .$$

By hand, $\Sigma_i=S-Ac^2/N_i$, so $N_i\Sigma_i=N_iS-Ac^2$. The constant $Ac^2$ is the same at both cutoffs and cancels in the difference:

$$N_2\Sigma_2-N_1\Sigma_1=(N_2-N_1)S .$$

Since $N_2>N_1$, one may divide. In Lean, `hN` is this inequality, `h1` and `h2` say that remainder times number of states equals $Ac^2$ at each cutoff, and `linear_combination h1 - h2` performs the subtraction.

In a GW calculation with an explicit sum over empty bands, the formula corresponds to two runs with $N_1$ and $N_2$ bands and a straight line through the results plotted against $1/N$; its intercept at $1/N=0$ is exact for the free-electron count and inverse-cube weight assumed here. If the second run has twice as many bands, the intercept is simply $2\Sigma_2-\Sigma_1$. A third run shows whether the data lie on a line at all. In every run the basis cutoff of the screened interaction must be high enough for all the bands included: bands far above a fixed cutoff contribute almost nothing, and the sum then only seems converged.

In an LAPW calculation there is a further condition. The high bands must be well described inside the atomic spheres, which may require local orbitals at high energies. The model contains no such basis error, and extrapolating in the number of bands does not repair one.

```lean
#print axioms SelfEnergyBandTail.tailRemainder_hyperbolic
#print axioms SelfEnergyBandTail.hyperbolic_iff
#print axioms SelfEnergyBandTail.two_point_extrapolation
```

```
'SelfEnergyBandTail.tailRemainder_hyperbolic' depends on axioms: [propext, Classical.choice, Quot.sound]
'SelfEnergyBandTail.hyperbolic_iff' depends on axioms: [propext, Classical.choice, Quot.sound]
'SelfEnergyBandTail.two_point_extrapolation' depends on axioms: [propext, Classical.choice, Quot.sound]
```
